# With at most three active electrons, every four-body density element vanishes

An NEVPT2 program that always builds the four-body density of the active space can spend time and memory on an array of zeros. The array has eight orbital indices, so its size grows as the eighth power of the number of active orbitals. If its elements are approximated from lower densities, the approximation may even put non-zero numbers where the exact value is zero. For a reference state with a definite number of active electrons, that number alone decides whether the whole exact array is zero: a four-body element removes four electrons before it puts four back, and a state with three electrons has no fourth to give.

## Orbitals, electrons and density elements

Let $p$ run over a finite set of active spin orbitals, `ι` in the code. The states are complex vectors whose components are labelled by a finite set `n`, which is a set of basis labels and not an electron number.

In Lean 4 with Mathlib:

```lean
import Mathlib

open Matrix
open scoped ComplexOrder

namespace ActiveSpaceDensity

variable {ι n : Type*} [Fintype ι] [DecidableEq ι] [Fintype n] [DecidableEq n]
```

Each orbital has an annihilator $a_p$, a square matrix, and its adjoint $a_p^\dagger$ is the creator. They obey

$$a_pa_q+a_qa_p=0,\qquad a_pa_q^\dagger+a_q^\dagger a_p=\delta_{pq}.$$

These relations express the Fermi statistics of electrons in orthonormal orbitals. The relation between two creators is the adjoint of the first.

```lean
/-- The matrices `a p` and their adjoints satisfy the canonical anticommutation relations. -/
structure IsCAR (a : ι → Matrix n n ℂ) : Prop where
  anti : ∀ p q, a p * a q + a q * a p = 0
  mixed : ∀ p q, a p * (a q)ᴴ + (a q)ᴴ * a p = if p = q then 1 else 0
```

The electrons are counted by $N=\sum_p a_p^\dagger a_p$.

```lean
/-- The number operator of the active orbitals, the sum of `a_p† a_p`. -/
def numberOp (a : ι → Matrix n n ℂ) : Matrix n n ℂ := ∑ p, (a p)ᴴ * a p
```

A state $\psi$ holds $k$ active electrons if $N\psi=k\psi$. A complete-active-space reference has this property. The zero vector satisfies the equation for every $k$, so $\psi\neq0$ is required separately where it matters.

```lean
/-- The vector `ψ` satisfies `N ψ = k ψ`: it holds `k` active electrons. -/
def HasNumber (a : ι → Matrix n n ℂ) (ψ : n → ℂ) (k : ℕ) : Prop :=
  numberOp a *ᵥ ψ = (k : ℂ) • ψ
```

A list $[p_1,\dots,p_m]$ stands for the string $a_{p_m}\cdots a_{p_1}$, in which $a_{p_1}$ acts first. The empty list gives the identity.

```lean
/-- The string `a_{pm} ⋯ a_{p1}` of annihilators for the list `[p1, …, pm]`;
the head of the list acts first. -/
def annString (a : ι → Matrix n n ℂ) : List ι → Matrix n n ℂ
  | [] => 1
  | p :: l => annString a l * a p
```

For lists $P$ and $Q$ of length $m$, the $m$-body density element is

$$\langle\psi|a_{p_1}^\dagger\cdots a_{p_m}^\dagger\,a_{q_m}\cdots a_{q_1}|\psi\rangle .$$

All creators stand to the left of all annihilators, and there is no prefactor $1/m!$. The vector need not be normalised; the usual value is this number divided by $\langle\psi|\psi\rangle$.

```lean
/-- The density element `⟨ψ| a†_{p1} ⋯ a†_{pm} a_{qm} ⋯ a_{q1} |ψ⟩`, which is `m`-body when
both lists have length `m`. -/
def density (a : ι → Matrix n n ℂ) (ψ : n → ℂ) (P Q : List ι) : ℂ :=
  star ψ ⬝ᵥ ((annString a P)ᴴ * annString a Q) *ᵥ ψ
```

## Each annihilator removes one electron

The two anticommutation relations, used in turn, give

$$a_p^\dagger a_pa_q=-a_p^\dagger a_qa_p=-(\delta_{qp}-a_qa_p^\dagger)a_p=a_qa_p^\dagger a_p-\delta_{qp}a_p .$$

Summing over $p$ gives $Na_q=a_qN-a_q$.

```lean
/-- Moving the number operator through an annihilator costs one particle:
`N a_q = a_q N - a_q`. -/
theorem numberOp_mul {a : ι → Matrix n n ℂ} (h : IsCAR a) (q : ι) :
    numberOp a * a q = a q * numberOp a - a q := by
  have key : ∀ p, (a p)ᴴ * a p * a q
      = a q * ((a p)ᴴ * a p) - (if q = p then 1 else 0) * a p := fun p => by
    linear_combination (norm := noncomm_ring) (a p)ᴴ * h.anti p q - h.mixed q p * a p
  unfold numberOp
  rw [Finset.sum_mul, Finset.mul_sum, Finset.sum_congr rfl (fun p _ => key p),
    Finset.sum_sub_distrib]
  congr 1
  simp only [ite_mul, one_mul, zero_mul, Finset.sum_ite_eq, Finset.mem_univ, if_true]
```

The line for a single $p$ is `key`, where `linear_combination` adds the same two relations with their multipliers. The rest carries out the sum.

If $\psi$ holds $k+1$ electrons, then

$$Na_q\psi=a_qN\psi-a_q\psi=(k+1)a_q\psi-a_q\psi=k\,a_q\psi .$$

```lean
/-- An annihilator turns a vector with `k + 1` electrons into one with `k` electrons
(possibly the zero vector). -/
theorem HasNumber.lower {a : ι → Matrix n n ℂ} (h : IsCAR a) {ψ : n → ℂ} {k : ℕ}
    (hψ : HasNumber a ψ (k + 1)) (q : ι) : HasNumber a (a q *ᵥ ψ) k := by
  unfold HasNumber at *
  rw [Matrix.mulVec_mulVec, numberOp_mul h, Matrix.sub_mulVec, ← Matrix.mulVec_mulVec, hψ,
    Matrix.mulVec_smul]
  push_cast
  module
```

The number of electrons also fixes the total weight of the states with one electron removed:

$$\sum_p\|a_p\psi\|^2=\sum_p\langle\psi|a_p^\dagger a_p|\psi\rangle=\langle\psi|N|\psi\rangle=k\|\psi\|^2 .$$

```lean
omit [DecidableEq ι] [DecidableEq n] in
/-- For a vector with `k` electrons the squared norms of all `a_p ψ` add up to `k` times the
squared norm of `ψ`. -/
theorem sum_normSq {a : ι → Matrix n n ℂ} {ψ : n → ℂ} {k : ℕ} (hψ : HasNumber a ψ k) :
    ∑ p, star (a p *ᵥ ψ) ⬝ᵥ (a p *ᵥ ψ) = (k : ℂ) * (star ψ ⬝ᵥ ψ) := by
  -- `⟨ψ| M |ψ⟩` is additive in the operator `M`
  let f : Matrix n n ℂ →+ ℂ :=
    { toFun := fun M => star ψ ⬝ᵥ M *ᵥ ψ
      map_zero' := by simp
      map_add' := fun A B => by rw [Matrix.add_mulVec, dotProduct_add] }
  have h1 : ∀ p, star (a p *ᵥ ψ) ⬝ᵥ (a p *ᵥ ψ) = f ((a p)ᴴ * a p) := fun p => by
    change _ = star ψ ⬝ᵥ ((a p)ᴴ * a p) *ᵥ ψ
    rw [Matrix.star_mulVec, ← Matrix.dotProduct_mulVec, Matrix.mulVec_mulVec]
  rw [Finset.sum_congr rfl (fun p _ => h1 p), ← map_sum]
  change star ψ ⬝ᵥ numberOp a *ᵥ ψ = _
  rw [hψ, dotProduct_smul, smul_eq_mul]
```

The additive map `f` sends a matrix $M$ to $\langle\psi|M|\psi\rangle$, which is the expectation value when $\psi$ is normalised. Its additivity lets the sum over orbitals be taken inside.

## More than $k$ annihilators give zero

Take a string longer than $k$ and let its first annihilator $a_p$ act.

- If $k=0$, the squared norms $\|a_q\psi\|^2$ add up to zero. None is negative, so each is zero and $a_p\psi=0$.
- If $k=j+1$, then $a_p\psi$ holds $j$ electrons, and the remaining string is still longer than $j$. The argument repeats.

```lean
/-- Every string of more than `k` annihilators sends a vector with `k` electrons to zero. -/
theorem annString_mulVec_eq_zero {a : ι → Matrix n n ℂ} (h : IsCAR a) (l : List ι)
    {ψ : n → ℂ} {k : ℕ} (hψ : HasNumber a ψ k) (hk : k < l.length) :
    annString a l *ᵥ ψ = 0 := by
  induction l generalizing ψ k with
  | nil => exact absurd hk (Nat.not_lt_zero k)
  | cons p l ih =>
    rw [annString, ← Matrix.mulVec_mulVec]
    cases k with
    | zero =>
      -- without electrons, a sum of squared norms vanishes, hence each term
      have hs := sum_normSq hψ
      rw [Nat.cast_zero, zero_mul] at hs
      have hp : a p *ᵥ ψ = 0 := dotProduct_star_self_eq_zero.mp
        ((Finset.sum_eq_zero_iff_of_nonneg
          (fun q _ => dotProduct_star_self_nonneg _)).mp hs p (Finset.mem_univ p))
      rw [hp, Matrix.mulVec_zero]
    | succ j => exact ih (hψ.lower h p) (by simpa using hk)
```

This is an induction on the list. The state and its electron number are generalised, because both change at each step.

## Up to $k$ electrons can be removed

Conversely, let $\psi\neq0$ and $k>0$. Then $\sum_p\|a_p\psi\|^2=k\|\psi\|^2>0$, so some $a_p\psi$ is non-zero, and it holds $k-1$ electrons. Repeating this $m\le k$ times yields a string of $m$ annihilators that does not destroy $\psi$.

```lean
/-- From a non-zero vector with `k` electrons one can remove any `m ≤ k` electrons by some
string of `m` annihilators without reaching zero. -/
theorem exists_annString_ne_zero {a : ι → Matrix n n ℂ} (h : IsCAR a) (m : ℕ)
    {ψ : n → ℂ} {k : ℕ} (hψ : HasNumber a ψ k) (h0 : ψ ≠ 0) (hm : m ≤ k) :
    ∃ l : List ι, l.length = m ∧ annString a l *ᵥ ψ ≠ 0 := by
  induction m generalizing ψ k with
  | zero => exact ⟨[], rfl, by simpa [annString] using h0⟩
  | succ m ih =>
    obtain ⟨j, rfl⟩ : ∃ j, k = j + 1 := ⟨k - 1, by omega⟩
    have hex : ∃ p, a p *ᵥ ψ ≠ 0 := by
      by_contra hc
      have hz : ∀ p, a p *ᵥ ψ = 0 := fun p => by_contra fun hp => hc ⟨p, hp⟩
      have hs : ((j + 1 : ℕ) : ℂ) * (star ψ ⬝ᵥ ψ) = 0 := by
        rw [← sum_normSq hψ]
        exact Finset.sum_eq_zero (fun p _ => by rw [hz p, dotProduct_zero])
      rcases mul_eq_zero.mp hs with h1 | h1
      · exact absurd h1 (Nat.cast_ne_zero.mpr (Nat.succ_ne_zero j))
      · exact h0 (dotProduct_star_self_eq_zero.mp h1)
    obtain ⟨p, hp⟩ := hex
    obtain ⟨l, hl, hne⟩ := ih (hψ.lower h p) hp (by omega)
    exact ⟨p :: l, by simp [hl], by rwa [annString, ← Matrix.mulVec_mulVec]⟩
```

Let $A_P$ and $A_Q$ be the strings for $P$ and $Q$. The density element is $\langle A_P\psi|A_Q\psi\rangle$. If $k<m$, then $A_Q\psi=0$ and every element vanishes. If $m\le k$, the string just found gives the diagonal element $\|A_P\psi\|^2\neq0$. For a non-zero state, therefore, all $m$-body elements vanish exactly when $k<m$. With four or more electrons, some four-body element is non-zero.

```lean
/-- For a non-zero vector with `k` active electrons, all `m`-body density elements vanish
if and only if `k < m`. -/
theorem density_eq_zero_iff {a : ι → Matrix n n ℂ} (h : IsCAR a) {ψ : n → ℂ} {k : ℕ}
    (hψ : HasNumber a ψ k) (h0 : ψ ≠ 0) (m : ℕ) :
    (∀ P Q : List ι, P.length = m → Q.length = m → density a ψ P Q = 0) ↔ k < m := by
  constructor
  · intro hall
    by_contra hk
    obtain ⟨l, hl, hne⟩ := exists_annString_ne_zero h m hψ h0 (not_lt.mp hk)
    -- a diagonal density element is a squared norm
    have hd := hall l l hl hl
    rw [density, ← Matrix.mulVec_mulVec, Matrix.dotProduct_mulVec,
      ← Matrix.star_mulVec] at hd
    exact hne (dotProduct_star_self_eq_zero.mp hd)
  · intro hk P Q _ hQ
    rw [density, ← Matrix.mulVec_mulVec, annString_mulVec_eq_zero h Q hψ (by omega),
      Matrix.mulVec_zero, dotProduct_zero]
```

## The four-body density in NEVPT2

Setting $m=4$ and $k\le3$ gives

$$\langle\psi|a_p^\dagger a_q^\dagger a_r^\dagger a_s^\dagger\,a_wa_va_ua_t|\psi\rangle=0$$

for all eight indices. Here $\psi=0$ is allowed.

```lean
/-- With at most three active electrons every four-body density element vanishes. -/
theorem fourBody_eq_zero {a : ι → Matrix n n ℂ} (h : IsCAR a) {ψ : n → ℂ} {k : ℕ}
    (hψ : HasNumber a ψ k) (hk : k ≤ 3) (p q r s t u v w : ι) :
    density a ψ [p, q, r, s] [t, u, v, w] = 0 := by
  rw [density, ← Matrix.mulVec_mulVec,
    annString_mulVec_eq_zero h [t, u, v, w] hψ (Nat.lt_succ_of_le hk),
    Matrix.mulVec_zero, dotProduct_zero]
```

In an NEVPT2 calculation whose reference has a definite number of active electrons, at most three, the four-body density in this ordering can be set to zero without approximation. The step left to the reader is to bring the active-space operator products of the NEVPT2 equations into this order; the theorems contain neither the Hamiltonian nor the perturbation energy. The order matters: a product of four excitation operators need not have zero expectation value. For one electron in orbital $p$, $\langle(a_p^\dagger a_p)^4\rangle=1$, although every four-body element vanishes. Reordering such a product leaves terms with fewer bodies, and these remain.

## Two electrons in two orbitals

A small case shows that the assumptions can be met. In the basis $|00\rangle,|10\rangle,|01\rangle,|11\rangle$, the annihilators, numbered 0 and 1 as in the code, act on the doubly occupied state as

$$a_0|11\rangle=|01\rangle,\qquad a_1|11\rangle=-|10\rangle .$$

The minus sign comes from the anticommutation.

```lean
/-- The annihilators of two orbitals as matrices in the basis `|00⟩, |10⟩, |01⟩, |11⟩`. -/
def twoMode : Fin 2 → Matrix (Fin 4) (Fin 4) ℂ :=
  ![!![0, 1, 0, 0; 0, 0, 0, 0; 0, 0, 0, 1; 0, 0, 0, 0],
    !![0, 0, 1, 0; 0, 0, 0, -1; 0, 0, 0, 0; 0, 0, 0, 0]]
```

The creators reverse both steps, so $N|11\rangle=|11\rangle+|11\rangle=2|11\rangle$. The anticommutation relations are checked entry by entry. By the equivalence above, this state has a non-zero two-body element, and all its elements with three or more bodies vanish.

```lean
/-- The two-orbital matrices satisfy the anticommutation relations, and the last basis vector
holds two electrons. -/
theorem twoMode_witness : IsCAR twoMode ∧ HasNumber twoMode ![0, 0, 0, 1] 2 := by
  -- the two creators as explicit matrices
  have e0 : (twoMode 0)ᴴ = !![0, 0, 0, 0; 1, 0, 0, 0; 0, 0, 0, 0; 0, 0, 1, 0] := by
    ext i j
    rw [Matrix.conjTranspose_apply]
    fin_cases i <;> fin_cases j <;> simp [twoMode]
  have e1 : (twoMode 1)ᴴ = !![0, 0, 0, 0; 0, 0, 0, 0; 1, 0, 0, 0; 0, -1, 0, 0] := by
    ext i j
    rw [Matrix.conjTranspose_apply]
    fin_cases i <;> fin_cases j <;> simp [twoMode]
  -- removing one electron from the doubly occupied state
  have v0 : twoMode 0 *ᵥ ![0, 0, 0, 1] = ![0, 0, 1, 0] := by
    ext i
    simp only [Matrix.mulVec, dotProduct, Fin.sum_univ_four]
    fin_cases i <;> simp [twoMode]
  have v1 : twoMode 1 *ᵥ ![0, 0, 0, 1] = ![0, -1, 0, 0] := by
    ext i
    simp only [Matrix.mulVec, dotProduct, Fin.sum_univ_four]
    fin_cases i <;> simp [twoMode]
  refine ⟨⟨fun p q => ?_, ?_⟩, ?_⟩
  · fin_cases p <;> fin_cases q <;> ext i j <;> fin_cases i <;> fin_cases j <;>
      simp [twoMode]
  · simp only [Fin.forall_fin_two, e0, e1]
    refine ⟨⟨?_, ?_⟩, ?_, ?_⟩ <;> ext i j <;> fin_cases i <;> fin_cases j <;>
      simp [twoMode]
  · unfold HasNumber numberOp
    rw [Fin.sum_univ_two, Matrix.add_mulVec, ← Matrix.mulVec_mulVec,
      ← Matrix.mulVec_mulVec, v0, v1, e0, e1]
    ext i
    simp only [Pi.add_apply, Pi.smul_apply, smul_eq_mul, Matrix.mulVec, dotProduct,
      Fin.sum_univ_four]
    fin_cases i <;> simp [one_add_one_eq_two]

end ActiveSpaceDensity
```

```lean
#print axioms ActiveSpaceDensity.density_eq_zero_iff
#print axioms ActiveSpaceDensity.fourBody_eq_zero
```

```
'ActiveSpaceDensity.density_eq_zero_iff' depends on axioms: [propext, Classical.choice, Quot.sound]
'ActiveSpaceDensity.fourBody_eq_zero' depends on axioms: [propext, Classical.choice, Quot.sound]
```
